# Factorial convergence of a displaced Gaussian in Hermite functions of equal width

In one dimension, a normalized Gaussian centred at d, expanded in orthonormal Hermite functions of the same width centred at 0, has squared coefficients exp(-s) sⁿ/n! with s = d²/4, where lengths are in units of the standard deviation of the squared Gaussian. Truncation after n = N leaves a squared L² error of at most s^(N+1)/(N+1)!, and at fixed N this error grows strictly with |d|.

```lean
import Mathlib

open Polynomial MeasureTheory Real

namespace HermiteBasisConvergence

noncomputable section

/-- The Hermite polynomials `He_n`, built by `He_{n+1} = x He_n - He_n'` from `He_0 = 1`. -/
def He : ℕ → ℝ[X]
  | 0 => 1
  | n + 1 => X * He n - derivative (He n)

/-- The normalization constant `(2π)^(-1/4)`. -/
def gaussNorm : ℝ := (√(√(2 * π)))⁻¹

/-- The Gaussian `(2π)^(-1/4) exp(-(x-d)²/4)` centred at `d`. -/
def shiftedGaussian (d x : ℝ) : ℝ := gaussNorm * exp (-(x - d) ^ 2 / 4)

/-- The Hermite function `(2π)^(-1/4) (n!)^(-1/2) He_n(x) exp(-x²/4)` centred at the origin. -/
def hermiteFn (n : ℕ) (x : ℝ) : ℝ :=
  gaussNorm / √(n.factorial : ℝ) * (He n).eval x * exp (-x ^ 2 / 4)

/-- The expansion coefficient of the displaced Gaussian on the `n`-th Hermite function. -/
def overlap (n : ℕ) (d : ℝ) : ℝ := ∫ x, hermiteFn n x * shiftedGaussian d x

/-- The squared `L²` error of the expansion truncated after `n = N`. -/
def residualSq (N : ℕ) (d : ℝ) : ℝ :=
  ∫ x, (shiftedGaussian d x - ∑ n ∈ Finset.range (N + 1), overlap n d * hermiteFn n x) ^ 2

/-- The Poisson tail `1 - exp(-s) ∑_{n ≤ N} sⁿ/n!`. -/
def poissonTail (N : ℕ) (s : ℝ) : ℝ :=
  1 - exp (-s) * ∑ n ∈ Finset.range (N + 1), s ^ n / (n.factorial : ℝ)

/-- Every polynomial is integrable against the density of a displaced Gaussian. -/
theorem integrable_poly (p : ℝ[X]) (a : ℝ) :
    Integrable (fun x : ℝ => p.eval x * shiftedGaussian a x ^ 2) := by
  have h0 : ∀ q : ℝ[X], Integrable (fun x : ℝ => q.eval x * exp (-x ^ 2 / 2)) := by
    intro q
    induction q using Polynomial.induction_on' with
    | add p q hp hq =>
      refine (hp.add hq).congr (ae_of_all _ fun x => ?_)
      simp only [Pi.add_apply, eval_add]
      ring
    | monomial n c =>
      have hn : (-1 : ℝ) < n := by linarith [n.cast_nonneg (α := ℝ)]
      refine ((integrable_rpow_mul_exp_neg_mul_sq (b := 1 / 2) (by norm_num) hn).const_mul
        c).congr (ae_of_all _ fun x => ?_)
      simp only [eval_monomial, Real.rpow_natCast]
      rw [show -x ^ 2 / 2 = -(1 / 2) * x ^ 2 by ring]
      ring
  -- translate the centre to `a`
  have h := (h0 (p.comp (X + C a))).comp_sub_right a
  simp only [eval_comp, eval_add, eval_X, eval_C, sub_add_cancel] at h
  refine (h.const_mul (gaussNorm ^ 2)).congr (ae_of_all _ fun x => ?_)
  have he : exp (-(x - a) ^ 2 / 2) = exp (-(x - a) ^ 2 / 4) ^ 2 := by
    rw [sq (exp _), ← exp_add]
    congr 1
    ring
  simp only [shiftedGaussian, he]
  ring

/-- The displaced Gaussian is normalized. -/
theorem shiftedGaussian_normalized (d : ℝ) : ∫ x, shiftedGaussian d x ^ 2 = 1 := by
  have hf : ∀ x, shiftedGaussian d x ^ 2 = gaussNorm ^ 2 * exp (-(1 / 2) * (x - d) ^ 2) := by
    intro x
    rw [shiftedGaussian, mul_pow, sq (exp _), ← exp_add]
    congr 2
    ring
  have hs : ∫ x : ℝ, exp (-(1 / 2) * (x - d) ^ 2) = ∫ x : ℝ, exp (-(1 / 2) * x ^ 2) :=
    integral_sub_right_eq_self (fun x : ℝ => exp (-(1 / 2) * x ^ 2)) d
  simp only [hf]
  rw [integral_const_mul, hs, integral_gaussian, show π / (1 / 2) = 2 * π by ring,
    gaussNorm, inv_pow, Real.sq_sqrt (Real.sqrt_nonneg _), inv_mul_cancel₀ (by positivity)]

/-- Integration by parts lowers the Hermite index in a Gaussian average centred at `a`. -/
theorem hermite_ladder (n : ℕ) (q : ℝ[X]) (a : ℝ) :
    ∫ x, (He (n + 1) * q).eval x * shiftedGaussian a x ^ 2 =
      a * (∫ x, (He n * q).eval x * shiftedGaussian a x ^ 2) +
        ∫ x, (He n * derivative q).eval x * shiftedGaussian a x ^ 2 := by
  have hd : ∀ x : ℝ, HasDerivAt (fun y => (He n * q).eval y * shiftedGaussian a y ^ 2)
      (a * ((He n * q).eval x * shiftedGaussian a x ^ 2)
        + (He n * derivative q).eval x * shiftedGaussian a x ^ 2
        - (He (n + 1) * q).eval x * shiftedGaussian a x ^ 2) x := by
    intro x
    have h1 : HasDerivAt (fun y : ℝ => -(y - a) ^ 2 / 4) (-(x - a) / 2) x :=
      ((((hasDerivAt_id' x).sub_const a).fun_pow 2).fun_neg.div_const 4).congr_deriv
        (by norm_num; ring)
    have hg : HasDerivAt (shiftedGaussian a) (-(x - a) / 2 * shiftedGaussian a x) x :=
      (h1.exp.const_mul gaussNorm).congr_deriv (by simp only [shiftedGaussian]; ring)
    refine (((He n * q).hasDerivAt x).fun_mul (hg.fun_pow 2)).congr_deriv ?_
    simp only [He, derivative_mul, eval_add, eval_sub, eval_mul, eval_X, Nat.cast_ofNat,
      Nat.reduceSub, pow_one]
    ring
  have i1 := (integrable_poly (He n * q) a).const_mul a
  have i2 := integrable_poly (He n * derivative q) a
  have i3 := integrable_poly (He (n + 1) * q) a
  have i12 : Integrable (fun x => a * ((He n * q).eval x * shiftedGaussian a x ^ 2)
      + (He n * derivative q).eval x * shiftedGaussian a x ^ 2) := i1.add i2
  -- the total derivative integrates to zero
  have h := integral_eq_zero_of_hasDerivAt_of_integrable hd (i12.sub i3)
    (integrable_poly (He n * q) a)
  rw [integral_sub i12 i3, integral_add i1 i2, integral_const_mul] at h
  linarith

/-- The Hermite functions are orthonormal, and their products are integrable. -/
theorem hermiteFn_orthonormal (m n : ℕ) :
    Integrable (fun x => hermiteFn m x * hermiteFn n x) ∧
      ∫ x, hermiteFn m x * hermiteFn n x = if m = n then 1 else 0 := by
  have h0 : He 0 = 1 := rfl
  have hD : ∀ n : ℕ, derivative (He (n + 1)) = ((n : ℝ[X]) + 1) * He n := by
    intro n
    induction n with
    | zero => simp [He]
    | succ n ih =>
      have h : He (n + 1 + 1) = X * He (n + 1) - derivative (He (n + 1)) := rfl
      have h' : He (n + 1) = X * He n - derivative (He n) := rfl
      have hc : derivative ((n : ℝ[X]) + 1) = 0 := by simp
      rw [h, derivative_sub, derivative_mul, derivative_X, ih, derivative_mul, hc]
      push_cast
      linear_combination (-((n : ℝ[X]) + 1)) * h'
  -- lower both indices together until one of them is zero
  have key : ∀ m n : ℕ, ∫ x, (He m * He n).eval x * shiftedGaussian 0 x ^ 2 =
      if m = n then (n.factorial : ℝ) else 0 := by
    intro m
    induction m with
    | zero =>
      intro n
      cases n with
      | zero => simpa [h0] using shiftedGaussian_normalized 0
      | succ n =>
        rw [h0, mul_comm (1 : ℝ[X]), hermite_ladder n 1 0]
        simp
    | succ m ih =>
      intro n
      cases n with
      | zero =>
        rw [hermite_ladder m (He 0) 0, h0]
        simp
      | succ n =>
        have e : ∫ x, (He m * (((n : ℝ[X]) + 1) * He n)).eval x * shiftedGaussian 0 x ^ 2 =
            ((n : ℝ) + 1) * ∫ x, (He m * He n).eval x * shiftedGaussian 0 x ^ 2 := by
          rw [← integral_const_mul]
          refine integral_congr_ae (ae_of_all _ fun x => ?_)
          simp only [eval_mul, eval_add, eval_natCast, eval_one]
          ring
        rw [hermite_ladder m (He (n + 1)) 0, hD n, e, zero_mul, zero_add, ih n]
        by_cases h : m = n <;> simp [h, Nat.factorial_succ]
  have hf : (fun x => hermiteFn m x * hermiteFn n x) = fun x =>
      1 / (√(m.factorial : ℝ) * √(n.factorial : ℝ)) *
        ((He m * He n).eval x * shiftedGaussian 0 x ^ 2) := by
    funext x
    simp only [hermiteFn, shiftedGaussian, sub_zero, eval_mul]
    ring
  rw [hf]
  refine ⟨(integrable_poly _ 0).const_mul _, ?_⟩
  rw [integral_const_mul, key m n]
  by_cases h : m = n
  · subst h
    rw [if_pos rfl, if_pos rfl, Real.mul_self_sqrt (by positivity),
      one_div_mul_cancel (by positivity)]
  · simp [h]

/-- The overlap integrand is integrable, and the coefficient is
`exp(-d²/8) (d/2)ⁿ / √(n!)`. -/
theorem overlap_eq (n : ℕ) (d : ℝ) :
    Integrable (fun x => hermiteFn n x * shiftedGaussian d x) ∧
      overlap n d = exp (-d ^ 2 / 8) * (d / 2) ^ n / √(n.factorial : ℝ) := by
  have key : ∀ n : ℕ, ∫ x, (He n).eval x * shiftedGaussian (d / 2) x ^ 2 = (d / 2) ^ n := by
    intro n
    induction n with
    | zero => simpa only [He, eval_one, one_mul, pow_zero] using shiftedGaussian_normalized (d / 2)
    | succ n ih =>
      have h := hermite_ladder n 1 (d / 2)
      simp only [mul_one, derivative_one, mul_zero, eval_zero, zero_mul, integral_zero,
        add_zero] at h
      rw [h, ih]
      ring
  -- complete the square: the product is centred halfway
  have hf : (fun x => hermiteFn n x * shiftedGaussian d x) = fun x =>
      exp (-d ^ 2 / 8) / √(n.factorial : ℝ) *
        ((He n).eval x * shiftedGaussian (d / 2) x ^ 2) := by
    funext x
    have he : exp (-x ^ 2 / 4) * exp (-(x - d) ^ 2 / 4) =
        exp (-d ^ 2 / 8) * (exp (-(x - d / 2) ^ 2 / 4) * exp (-(x - d / 2) ^ 2 / 4)) := by
      rw [← exp_add, ← exp_add, ← exp_add]
      congr 1
      ring
    simp only [hermiteFn, shiftedGaussian]
    linear_combination (gaussNorm ^ 2 / √(n.factorial : ℝ) * (He n).eval x) * he
  unfold overlap
  rw [hf]
  refine ⟨(integrable_poly _ _).const_mul _, ?_⟩
  rw [integral_const_mul, key n]
  ring

/-- The squared coefficients form a Poisson distribution `exp(-s) sⁿ/n!` with `s = d²/4`. -/
theorem overlap_sq (n : ℕ) (d : ℝ) :
    overlap n d ^ 2 = exp (-(d ^ 2 / 4)) * ((d ^ 2 / 4) ^ n / (n.factorial : ℝ)) := by
  have h1 : exp (-d ^ 2 / 8) ^ 2 = exp (-(d ^ 2 / 4)) := by
    rw [sq (exp _), ← exp_add]
    congr 1
    ring
  have h2 : ((d / 2) ^ n) ^ 2 = (d ^ 2 / 4) ^ n := by
    rw [← pow_mul, mul_comm n 2, pow_mul]
    congr 1
    ring
  rw [(overlap_eq n d).2, div_pow, mul_pow, Real.sq_sqrt (by positivity), h1, h2, mul_div_assoc]

/-- The squared truncation error is the Poisson tail at `s = d²/4`. -/
theorem residualSq_eq (N : ℕ) (d : ℝ) : residualSq N d = poissonTail N (d ^ 2 / 4) := by
  let r := Finset.range (N + 1)
  have i1 : Integrable (fun x => shiftedGaussian d x ^ 2) := by
    simpa only [eval_one, one_mul] using integrable_poly 1 d
  have j2 : ∀ n, Integrable (fun x =>
      2 * overlap n d * (hermiteFn n x * shiftedGaussian d x)) :=
    fun n => (overlap_eq n d).1.const_mul _
  have j3 : ∀ m n, Integrable (fun x =>
      overlap m d * overlap n d * (hermiteFn m x * hermiteFn n x)) :=
    fun m n => (hermiteFn_orthonormal m n).1.const_mul _
  have i2 : Integrable (fun x => ∑ n ∈ r,
      2 * overlap n d * (hermiteFn n x * shiftedGaussian d x)) :=
    MeasureTheory.integrable_finsetSum r fun n _ => j2 n
  have k3 : ∀ m, Integrable (fun x => ∑ n ∈ r,
      overlap m d * overlap n d * (hermiteFn m x * hermiteFn n x)) :=
    fun m => MeasureTheory.integrable_finsetSum r fun n _ => j3 m n
  have i3 : Integrable (fun x => ∑ m ∈ r, ∑ n ∈ r,
      overlap m d * overlap n d * (hermiteFn m x * hermiteFn n x)) :=
    MeasureTheory.integrable_finsetSum r fun m _ => k3 m
  have i12 : Integrable (fun x => shiftedGaussian d x ^ 2 - ∑ n ∈ r,
      2 * overlap n d * (hermiteFn n x * shiftedGaussian d x)) := i1.sub i2
  -- expand the square
  have hexp : (fun x => (shiftedGaussian d x - ∑ n ∈ r, overlap n d * hermiteFn n x) ^ 2) =
      fun x => (shiftedGaussian d x ^ 2 - ∑ n ∈ r,
        2 * overlap n d * (hermiteFn n x * shiftedGaussian d x)) + ∑ m ∈ r, ∑ n ∈ r,
        overlap m d * overlap n d * (hermiteFn m x * hermiteFn n x) := by
    funext x
    have e2 : ∑ n ∈ r, 2 * overlap n d * (hermiteFn n x * shiftedGaussian d x) =
        2 * (∑ n ∈ r, overlap n d * hermiteFn n x) * shiftedGaussian d x := by
      rw [Finset.mul_sum, Finset.sum_mul]
      exact Finset.sum_congr rfl fun n _ => by ring
    have e3 : ∑ m ∈ r, ∑ n ∈ r, overlap m d * overlap n d * (hermiteFn m x * hermiteFn n x) =
        (∑ n ∈ r, overlap n d * hermiteFn n x) * ∑ n ∈ r, overlap n d * hermiteFn n x := by
      rw [Finset.sum_mul_sum]
      exact Finset.sum_congr rfl fun m _ => Finset.sum_congr rfl fun n _ => by ring
    rw [e2, e3]
    ring
  have v2 : ∫ x, ∑ n ∈ r, 2 * overlap n d * (hermiteFn n x * shiftedGaussian d x) =
      2 * ∑ n ∈ r, overlap n d ^ 2 := by
    refine (MeasureTheory.integral_finsetSum r fun n _ => j2 n).trans ?_
    rw [Finset.mul_sum]
    refine Finset.sum_congr rfl fun n _ => ?_
    rw [integral_const_mul, ← overlap]
    ring
  -- orthonormality leaves only the diagonal
  have v3 : ∫ x, ∑ m ∈ r, ∑ n ∈ r,
      overlap m d * overlap n d * (hermiteFn m x * hermiteFn n x) =
      ∑ n ∈ r, overlap n d ^ 2 := by
    refine (MeasureTheory.integral_finsetSum r fun m _ => k3 m).trans ?_
    refine Finset.sum_congr rfl fun m hm => ?_
    refine (MeasureTheory.integral_finsetSum r fun n _ => j3 m n).trans ?_
    have ho : ∀ n, ∫ x, hermiteFn m x * hermiteFn n x = if m = n then 1 else 0 :=
      fun n => (hermiteFn_orthonormal m n).2
    simp only [integral_const_mul, ho, mul_ite, mul_one, mul_zero]
    rw [Finset.sum_ite_eq, if_pos hm, sq]
  have hc : ∑ n ∈ r, overlap n d ^ 2 =
      exp (-(d ^ 2 / 4)) * ∑ n ∈ r, (d ^ 2 / 4) ^ n / (n.factorial : ℝ) := by
    rw [Finset.mul_sum]
    exact Finset.sum_congr rfl fun n _ => overlap_sq n d
  change ∫ x, (shiftedGaussian d x - ∑ n ∈ r, overlap n d * hermiteFn n x) ^ 2 =
    1 - exp (-(d ^ 2 / 4)) * ∑ n ∈ r, (d ^ 2 / 4) ^ n / (n.factorial : ℝ)
  rw [hexp, integral_add i12 i3, integral_sub i1 i2, v2, v3, shiftedGaussian_normalized, ← hc]
  ring

/-- The derivative of the Poisson tail with respect to `s` is `exp(-s) s^N/N!`. -/
theorem hasDerivAt_poissonTail (N : ℕ) (s : ℝ) :
    HasDerivAt (poissonTail N) (exp (-s) * (s ^ N / (N.factorial : ℝ))) s := by
  have he : HasDerivAt (fun t : ℝ => exp (-t)) (-exp (-s)) s :=
    (hasDerivAt_id' s).fun_neg.exp.congr_deriv (by ring)
  induction N with
  | zero =>
    have hf : poissonTail 0 = fun t => 1 - exp (-t) := by
      funext t
      simp [poissonTail]
    rw [hf]
    exact (he.const_sub 1).congr_deriv (by simp)
  | succ N ih =>
    have hf : poissonTail (N + 1) = fun t =>
        poissonTail N t - exp (-t) * (t ^ (N + 1) / ((N + 1).factorial : ℝ)) := by
      funext t
      unfold poissonTail
      rw [Finset.sum_range_succ _ (N + 1)]
      ring
    rw [hf]
    refine (ih.fun_sub (he.fun_mul ((hasDerivAt_pow (N + 1) s).div_const _))).congr_deriv ?_
    have hc : ((N : ℝ) + 1) * s ^ N / (((N : ℝ) + 1) * (N.factorial : ℝ)) =
        s ^ N / (N.factorial : ℝ) := mul_div_mul_left _ _ (by positivity)
    simp only [Nat.add_sub_cancel, Nat.factorial_succ, Nat.cast_mul, Nat.cast_add, Nat.cast_one]
    linear_combination (-exp (-s)) * hc

/-- Factorial convergence: with `s = d²/4`, the squared error after `n = N` is at most
`s^(N+1)/(N+1)!` and at least `exp(-s)` times that value. -/
theorem residualSq_bounds (N : ℕ) (d : ℝ) :
    exp (-(d ^ 2 / 4)) * ((d ^ 2 / 4) ^ (N + 1) / ((N + 1).factorial : ℝ)) ≤ residualSq N d ∧
      residualSq N d ≤ (d ^ 2 / 4) ^ (N + 1) / ((N + 1).factorial : ℝ) := by
  constructor
  · -- the first omitted term is part of the error
    have h : 0 ≤ residualSq (N + 1) d := integral_nonneg fun x => sq_nonneg _
    rw [residualSq_eq, poissonTail, Finset.sum_range_succ _ (N + 1), mul_add] at h
    rw [residualSq_eq, poissonTail]
    linarith
  · -- the difference of the two sides vanishes at `s = 0` and grows with `s`
    have hG : ∀ t : ℝ, HasDerivAt
        (fun t => t ^ (N + 1) / ((N + 1).factorial : ℝ) - poissonTail N t)
        (t ^ N / (N.factorial : ℝ) - exp (-t) * (t ^ N / (N.factorial : ℝ))) t := by
      intro t
      refine HasDerivAt.fun_sub (((hasDerivAt_pow (N + 1) t).div_const _).congr_deriv ?_)
        (hasDerivAt_poissonTail N t)
      simp only [Nat.add_sub_cancel, Nat.factorial_succ, Nat.cast_mul, Nat.cast_add, Nat.cast_one]
      exact mul_div_mul_left _ _ (by positivity)
    have hmono := monotoneOn_of_deriv_nonneg (convex_Ici (0 : ℝ))
      (fun t _ => (hG t).continuousAt.continuousWithinAt)
      (fun t _ => (hG t).differentiableAt.differentiableWithinAt)
      (fun t ht => by
        rw [interior_Ici] at ht
        have ht' : 0 < t := ht
        have h1 : exp (-t) ≤ 1 := Real.exp_le_one_iff.mpr (by linarith)
        have h2 : 0 ≤ t ^ N / (N.factorial : ℝ) := by positivity
        rw [(hG t).deriv]
        nlinarith)
    have hs : (0 : ℝ) ≤ d ^ 2 / 4 := by positivity
    have h := hmono (Set.mem_Ici.mpr le_rfl) (Set.mem_Ici.mpr hs) hs
    have hz : poissonTail N 0 = 0 := by simp [poissonTail, Finset.sum_range_succ']
    simp only [hz, zero_pow (Nat.succ_ne_zero N), zero_div, sub_zero] at h
    rw [residualSq_eq]
    linarith

/-- At a fixed basis size, a Gaussian displaced further from the origin has a strictly larger
truncation error. -/
theorem residualSq_lt_of_abs_lt (N : ℕ) {d d' : ℝ} (h : |d| < |d'|) :
    residualSq N d < residualSq N d' := by
  have hmono := strictMonoOn_of_deriv_pos (convex_Ici (0 : ℝ))
    (fun t _ => (hasDerivAt_poissonTail N t).continuousAt.continuousWithinAt)
    (fun t ht => by
      rw [interior_Ici] at ht
      have ht' : 0 < t := ht
      rw [(hasDerivAt_poissonTail N t).deriv]
      positivity)
  have hsq : d ^ 2 < d' ^ 2 := sq_lt_sq.mpr h
  rw [residualSq_eq, residualSq_eq]
  exact hmono (Set.mem_Ici.mpr (by positivity)) (Set.mem_Ici.mpr (by positivity)) (by linarith)

end

end HermiteBasisConvergence
```

```lean
#print axioms HermiteBasisConvergence.hermiteFn_orthonormal
#print axioms HermiteBasisConvergence.residualSq_bounds
#print axioms HermiteBasisConvergence.residualSq_lt_of_abs_lt
```

```
'HermiteBasisConvergence.hermiteFn_orthonormal' depends on axioms: [propext, Classical.choice, Quot.sound]
'HermiteBasisConvergence.residualSq_bounds' depends on axioms: [propext, Classical.choice, Quot.sound]
'HermiteBasisConvergence.residualSq_lt_of_abs_lt' depends on axioms: [propext, Classical.choice, Quot.sound]
```

## Coefficients, error and displacement

Write g_d for `shiftedGaussian d`, h_n for `hermiteFn n` and c_n for `overlap n d`. The functions are real, on the whole line, and g_d² is a normal density of variance 1. `residualSq N d` integrates the squared difference between g_d and its expansion in the N+1 functions h_0, …, h_N.

`overlap_sq` gives the squared coefficients. `residualSq_bounds` says, for every natural N and real d,

exp(-s) s^(N+1)/(N+1)! ≤ residual ≤ s^(N+1)/(N+1)!.

`residualSq_lt_of_abs_lt` compares two displacements at the same N. Since Lean assigns 0 to the integral of a non-integrable function, the orthonormality and overlap theorems also state integrability.

The upper bound starts to fall with N only once N+2 > s, so a large displacement delays its decay. The result concerns one dimension and equal widths; a Gaussian of another width has different coefficients.

## Vibrational progressions

For two one-dimensional harmonic potentials of equal frequency whose minima lie |d| apart, with x and d in units of the root-mean-square zero-point width, c_n² is the Franck–Condon factor from the ground level of one to level n of the other. A sum-over-states calculation of a vibronic spectrum keeps finitely many levels of such a progression. At d = 2, so s = 1, keeping levels 0 to 3 misses about 0.019 of the total weight, between the bounds 0.015 and 0.042. At d = 4 the same four levels miss about 0.57.

## Integration by parts gives the coefficients

For a polynomial q, the recursion He_{n+1} = x He_n - He_n' and (g_a²)' = -(x-a) g_a² give

(He_n q g_a²)' = (a He_n q + He_n q' - He_{n+1} q) g_a².

The left side integrates to zero, so

∫ He_{n+1} q g_a² = a ∫ He_n q g_a² + ∫ He_n q' g_a².

This is `hermite_ladder`; `integrable_poly` supplies the integrability it needs.

Next, He_{n+1}' = (n+1) He_n. It holds for He_1 = x, and inductively

He_{n+2}' = He_{n+1} + (n+1)(x He_n - He_n') = (n+2) He_{n+1}.

With a = 0 and q = He_{n+1}, the ladder becomes

∫ He_{m+1} He_{n+1} g_0² = (n+1) ∫ He_m He_n g_0².

Both indices descend until one is zero. If both are, the integral is 1 by `shiftedGaussian_normalized`; otherwise the ladder with q = 1 gives 0. Hence ∫ He_m He_n g_0² = n! δ_mn, and the h_n are orthonormal (`hermiteFn_orthonormal`).

For the overlap, complete the square:

x²/4 + (x-d)²/4 = (x-d/2)²/2 + d²/8.

Thus h_n g_d = exp(-d²/8) He_n g_{d/2}²/√(n!). The ladder with q = 1 and a = d/2 gives ∫ He_n g_{d/2}² = (d/2)ⁿ, so

c_n = exp(-d²/8) (d/2)ⁿ/√(n!),

which is `overlap_eq`. Squaring gives `overlap_sq`.

## The error is a Poisson tail

Expanding the square and using orthonormality (`residualSq_eq`), with sums over n ≤ N,

residual = 1 - 2 Σ c_n² + Σ c_n² = 1 - exp(-s) Σ sⁿ/n! = T_N(s).

Here T_N is `poissonTail N`. On differentiation neighbouring terms cancel, leaving

T_N'(s) = exp(-s) s^N/N!.

`hasDerivAt_poissonTail` proves this by induction on N. For s ≥ 0 the derivative is at most s^N/N!, and T_N(0) = 0, so T_N(s) ≤ s^(N+1)/(N+1)!. Lean phrases this as monotonicity of the difference of the two sides. For s > 0 the derivative is positive, which gives strict growth with |d|.

The lower bound follows from

T_N(s) = T_{N+1}(s) + exp(-s) s^(N+1)/(N+1)!,

because T_{N+1}(s), at s = d²/4, is the integral of a square and hence non-negative.
